# The Landau–Zener nonadiabatic coupling is a Lorentzian in time with area π/2

Take two diabatic states with energies $t$ and $-t$ and coupling $1$, in dimensionless units:

$$H(t)=\begin{pmatrix} t & 1\\ 1 & -t\end{pmatrix}.$$

Long before the crossing the upper adiabatic state is close to $(0,1)$. At $t=0$ it is $(1,1)/\sqrt2$, and long afterwards it is close to $(1,0)$. It has made a quarter turn, through an angle $\pi/2$. The lower state stays perpendicular to it and turns at the same rate. Since a real unit vector in the plane can change only along its perpendicular, this rate is, up to a sign set by convention, the coupling between the two states. Here it equals $1/(2(1+t^2))$, with peak $1/2$ and area $\pi/2$.

```lean
import Mathlib

open MeasureTheory Matrix
open scoped Real

namespace LandauZenerMixing

noncomputable section
```

## Hamiltonian, angle and states

In general the diabatic energies are $\pm at$ and the coupling is $V$, with $a,V>0$. The constant $a$ is half the rate at which the diabatic energy gap changes, and $V$ stands for the interaction between the diabatic states, taken as constant through the crossing.

$$H(t)=\begin{pmatrix} at & V\\ V & -at\end{pmatrix}$$

```lean
/-- The Landau-Zener Hamiltonian in the diabatic basis, with diabatic energies `a t` and `-a t`
and constant coupling `V`. -/
def diabaticH (a V t : ℝ) : Matrix (Fin 2) (Fin 2) ℝ := !![a * t, V; V, -(a * t)]
```

The mixing angle is $\theta(t)=\tfrac12\arctan(at/V)$. It is zero at the crossing and runs from $-\pi/4$ to $\pi/4$.

```lean
/-- The adiabatic mixing angle at time `t`. -/
def mixingAngle (a V t : ℝ) : ℝ := 1 / 2 * Real.arctan (a * t / V)
```

With $\varphi=\pi/4-\theta$, the upper state is $u=(\cos\varphi,\sin\varphi)$.

```lean
/-- The upper adiabatic state as a function of the mixing angle. -/
def upperState (θ : ℝ) : Fin 2 → ℝ := ![Real.cos (π / 4 - θ), Real.sin (π / 4 - θ)]
```

The lower state is $\ell=(-\sin\varphi,\cos\varphi)$. Writing both states explicitly fixes their signs, and with them the sign of the coupling.

```lean
/-- The lower adiabatic state as a function of the mixing angle. -/
def lowerState (θ : ℝ) : Fin 2 → ℝ := ![-Real.sin (π / 4 - θ), Real.cos (π / 4 - θ)]
```

The coupling is $d(t)=u\cdot\dfrac{d\ell}{dt}$, a real dot product (`⬝ᵥ`) with the unit of inverse time. Its definition contains no Lorentzian.

```lean
/-- The nonadiabatic coupling: the overlap of the upper adiabatic state with the time derivative
of the lower one. -/
def nonadiabaticCoupling (a V t : ℝ) : ℝ :=
  upperState (mixingAngle a V t) ⬝ᵥ deriv (fun s => lowerState (mixingAngle a V s)) t
```

## The states diagonalize the Hamiltonian

Orthonormality follows from $\cos^2\varphi+\sin^2\varphi=1$ and $-\cos\varphi\sin\varphi+\sin\varphi\cos\varphi=0$.

```lean
/-- The two adiabatic states are orthonormal for every mixing angle. -/
theorem states_orthonormal (θ : ℝ) :
    upperState θ ⬝ᵥ upperState θ = 1 ∧ lowerState θ ⬝ᵥ lowerState θ = 1 ∧
      upperState θ ⬝ᵥ lowerState θ = 0 := by
  have h := Real.sin_sq_add_cos_sq (π / 4 - θ)
  refine ⟨?_, ?_, ?_⟩ <;>
    simp only [upperState, lowerState, dotProduct, Fin.sum_univ_two, Matrix.cons_val_zero,
      Matrix.cons_val_one]
  · linear_combination h
  · linear_combination h
  · ring
```

Between real vectors $(c,s)$ and $(c',s')$ the matrix element of $H$ is

$$c\,(at\,c'+Vs')+s\,(Vc'-at\,s').$$

```lean
/-- The matrix element of the Landau-Zener Hamiltonian between two real states, written out in
their diabatic amplitudes. -/
theorem matrixElement (a V t c s c' s' : ℝ) :
    ![c, s] ⬝ᵥ (diabaticH a V t *ᵥ ![c', s']) =
      c * (a * t * c' + V * s') + s * (V * c' - a * t * s') := by
  simp only [dotProduct, Matrix.mulVec, Fin.sum_univ_two]
  change c * (a * t * c' + V * s') + s * (V * c' + -(a * t) * s') = _
  ring
```

Since $2\varphi=\pi/2-2\theta$, we have $\cos^2\varphi-\sin^2\varphi=\sin2\theta$ and $2\sin\varphi\cos\varphi=\cos2\theta$; these are `hC` and `hS` in the proof. The matrix elements become

$$u\cdot H\ell=V\sin2\theta-at\cos2\theta,\qquad u\cdot Hu=E,\qquad \ell\cdot H\ell=-E,$$

with $E=at\sin2\theta+V\cos2\theta$. The first vanishes because $\tan2\theta=at/V$, a relation used as `hx` after clearing denominators. The same relation gives $E\cos2\theta=V(\sin^2 2\theta+\cos^2 2\theta)=V$. As $2\theta$ lies strictly between $-\pi/2$ and $\pi/2$, its cosine is positive, and so is $E$.

The theorem states that the off-diagonal element is zero and that the upper state has the higher energy. In two dimensions, with $H$ symmetric, this makes $u$ and $\ell$ its eigenvectors.

```lean
/-- At the mixing angle the Hamiltonian does not couple the two adiabatic states, and the upper
state has the higher energy expectation value. -/
theorem mixingAngle_diagonalizes {V : ℝ} (a t : ℝ) (hV : 0 < V) :
    upperState (mixingAngle a V t) ⬝ᵥ (diabaticH a V t *ᵥ lowerState (mixingAngle a V t)) = 0 ∧
    lowerState (mixingAngle a V t) ⬝ᵥ (diabaticH a V t *ᵥ lowerState (mixingAngle a V t)) <
      upperState (mixingAngle a V t) ⬝ᵥ (diabaticH a V t *ᵥ upperState (mixingAngle a V t)) := by
  have h2 : 2 * mixingAngle a V t = Real.arctan (a * t / V) := by
    unfold mixingAngle
    ring
  have hc : 0 < Real.cos (2 * mixingAngle a V t) := by
    rw [h2]
    exact Real.cos_arctan_pos _
  -- the defining relation tan 2θ = a t / V
  have hx : Real.sin (2 * mixingAngle a V t) * V = a * t * Real.cos (2 * mixingAngle a V t) := by
    have h := Real.tan_arctan (a * t / V)
    rw [← h2, Real.tan_eq_sin_div_cos, div_eq_div_iff hc.ne' hV.ne'] at h
    exact h
  generalize mixingAngle a V t = θ at hc hx ⊢
  have hC : Real.cos (π / 4 - θ) ^ 2 - Real.sin (π / 4 - θ) ^ 2 = Real.sin (2 * θ) := by
    rw [← Real.cos_two_mul', ← Real.cos_pi_div_two_sub]
    congr 1
    ring
  have hS : 2 * Real.sin (π / 4 - θ) * Real.cos (π / 4 - θ) = Real.cos (2 * θ) := by
    rw [← Real.sin_two_mul, ← Real.sin_pi_div_two_sub]
    congr 1
    ring
  -- the expression called E in the text is positive
  have hE : 0 < a * t * Real.sin (2 * θ) + V * Real.cos (2 * θ) := by
    have hp : (a * t * Real.sin (2 * θ) + V * Real.cos (2 * θ)) * Real.cos (2 * θ) = V := by
      linear_combination (-Real.sin (2 * θ)) * hx + V * Real.sin_sq_add_cos_sq (2 * θ)
    by_contra h
    nlinarith [mul_nonneg (neg_nonneg.2 (not_lt.mp h)) hc.le]
  have e1 : upperState θ ⬝ᵥ (diabaticH a V t *ᵥ upperState θ) =
      a * t * Real.sin (2 * θ) + V * Real.cos (2 * θ) := by
    unfold upperState
    rw [matrixElement]
    linear_combination a * t * hC + V * hS
  have e2 : lowerState θ ⬝ᵥ (diabaticH a V t *ᵥ lowerState θ) =
      -(a * t * Real.sin (2 * θ) + V * Real.cos (2 * θ)) := by
    unfold lowerState
    rw [matrixElement]
    linear_combination (-(a * t)) * hC - V * hS
  constructor
  · unfold upperState lowerState
    rw [matrixElement]
    linear_combination V * hC - a * t * hS + hx
  · rw [e1, e2]
    linarith
```

## The coupling is the rate of rotation

Let $\theta$ be any differentiable function of time. Then $\dot\varphi=-\dot\theta$, and

$$\frac{d\ell}{dt}=\dot\varphi\,(-\cos\varphi,-\sin\varphi)=\dot\theta\,u.$$

In Lean, `HasDerivAt f f' t` says that `f` is differentiable at `t` with derivative `f'`. The proof differentiates the two components separately and joins them with `hasDerivAt_pi`.

```lean
/-- When the mixing angle changes at rate `θ'`, the lower adiabatic state changes by `θ'` times
the upper one. -/
theorem lowerState_hasDerivAt {θ : ℝ → ℝ} {θ' t : ℝ} (h : HasDerivAt θ θ' t) :
    HasDerivAt (fun s => lowerState (θ s)) (θ' • upperState (θ t)) t := by
  have hφ : HasDerivAt (fun s => π / 4 - θ s) (-θ') t := h.const_sub (π / 4)
  have h0 : HasDerivAt (fun s => -Real.sin (π / 4 - θ s)) (θ' * Real.cos (π / 4 - θ t)) t :=
    hφ.sin.fun_neg.congr_deriv (by ring)
  have h1 : HasDerivAt (fun s => Real.cos (π / 4 - θ s)) (θ' * Real.sin (π / 4 - θ t)) t :=
    hφ.cos.congr_deriv (by ring)
  refine hasDerivAt_pi.2 fun i => ?_
  fin_cases i
  · exact h0
  · exact h1
```

For the Landau–Zener angle the chain rule gives

$$\dot\theta=\frac12\cdot\frac{1}{1+(at/V)^2}\cdot\frac aV=\frac{aV}{2(V^2+a^2t^2)}.$$

Then $d=u\cdot(\dot\theta\,u)=\dot\theta$, because $u$ is normalised. In the proof, `hθ` is the chain rule and `hc` combines the previous theorem with orthonormality. Positivity follows from $a,V>0$.

```lean
/-- The mixing angle changes at a Lorentzian rate, which equals the nonadiabatic coupling and is
positive at all times. -/
theorem coupling_eq_angle_rate {a V : ℝ} (ha : 0 < a) (hV : 0 < V) (t : ℝ) :
    HasDerivAt (mixingAngle a V) (a * V / (2 * (V ^ 2 + a ^ 2 * t ^ 2))) t ∧
      nonadiabaticCoupling a V t = a * V / (2 * (V ^ 2 + a ^ 2 * t ^ 2)) ∧
      0 < nonadiabaticCoupling a V t := by
  have hD : V ^ 2 + a ^ 2 * t ^ 2 ≠ 0 := by positivity
  have h : HasDerivAt (fun s => 1 / 2 * Real.arctan (a * s / V))
      (1 / 2 * (1 / (1 + (a * t / V) ^ 2) * (a * 1 / V))) t :=
    ((((hasDerivAt_id' t).const_mul a).div_const V).arctan).const_mul (1 / 2)
  have e : 1 + (a * t / V) ^ 2 = (V ^ 2 + a ^ 2 * t ^ 2) / V ^ 2 := by
    field_simp
  have hθ : HasDerivAt (mixingAngle a V) (a * V / (2 * (V ^ 2 + a ^ 2 * t ^ 2))) t := by
    refine HasDerivAt.congr_deriv h ?_
    rw [e]
    field_simp
  have hc : nonadiabaticCoupling a V t = a * V / (2 * (V ^ 2 + a ^ 2 * t ^ 2)) := by
    unfold nonadiabaticCoupling
    rw [(lowerState_hasDerivAt hθ).deriv, dotProduct_smul, (states_orthonormal _).1,
      smul_eq_mul, mul_one]
  refine ⟨hθ, hc, ?_⟩
  rw [hc]
  positivity
```

## Peak, area and width

At $t=0$ the formula gives $d(0)=aV/(2V^2)=a/(2V)$. For $t\neq0$ the denominator is larger, so $d(t)<d(0)$. For the area, put $x=at/V$:

$$\int_{-\infty}^{\infty}d(t)\,dt=\int_{-\infty}^{\infty}\frac{a}{2V}\,\frac{1}{1+x^2}\,\frac Va\,dx=\frac12\,\pi.$$

The equation `hf` rewrites the coupling in the scaled time. Mathlib supplies the integrability and the integral of $1/(1+x^2)$, and `hs` is the change of variable.

The area does not depend on $a$ or $V$. It is the total angle of rotation, not a transition probability: the time-dependent Schrödinger equation is not solved here, and the Landau–Zener formula is not derived.

```lean
/-- The nonadiabatic coupling of the Landau-Zener model has the value `a / (2 V)` at the crossing,
is strictly smaller at all other times, and integrates to `π / 2` over all times. -/
theorem coupling_peak_and_area {a V : ℝ} (ha : 0 < a) (hV : 0 < V) :
    nonadiabaticCoupling a V 0 = a / (2 * V) ∧
      (∀ t, t ≠ 0 → nonadiabaticCoupling a V t < nonadiabaticCoupling a V 0) ∧
      Integrable (nonadiabaticCoupling a V) ∧
      (∫ t, nonadiabaticCoupling a V t) = π / 2 := by
  have h0 : nonadiabaticCoupling a V 0 = a / (2 * V) := by
    rw [(coupling_eq_angle_rate ha hV 0).2.1, div_eq_div_iff (by positivity) (by positivity)]
    ring
  -- the coupling is a / (2 V) times 1 / (1 + x ^ 2), with the scaled time x = a t / V
  have hf : nonadiabaticCoupling a V = fun t => a / (2 * V) * (1 + (a / V * t) ^ 2)⁻¹ := by
    funext t
    have hD : V ^ 2 + a ^ 2 * t ^ 2 ≠ 0 := by positivity
    have e : 1 + (a / V * t) ^ 2 = (V ^ 2 + a ^ 2 * t ^ 2) / V ^ 2 := by
      field_simp
    rw [(coupling_eq_angle_rate ha hV t).2.1, e]
    field_simp
  refine ⟨h0, fun t ht => ?_, ?_, ?_⟩
  · rw [h0, (coupling_eq_angle_rate ha hV t).2.1,
      div_lt_div_iff₀ (by positivity) (by positivity)]
    have hp : 0 < a * (a ^ 2 * t ^ 2) := by positivity
    nlinarith [hp]
  · rw [hf]
    exact (integrable_inv_one_add_sq.comp_mul_left' (div_pos ha hV).ne').const_mul _
  · have hs : (∫ t : ℝ, (1 + (a / V * t) ^ 2)⁻¹) =
        |(a / V)⁻¹| • (∫ x : ℝ, (1 + x ^ 2)⁻¹) :=
      Measure.integral_comp_mul_left (fun x : ℝ => (1 + x ^ 2)⁻¹) (a / V)
    have hp : 0 < (a / V)⁻¹ := by positivity
    rw [hf, integral_const_mul, hs, integral_univ_inv_one_add_sq, abs_of_pos hp, smul_eq_mul]
    field_simp
```

The coupling is at half its peak when $V^2+a^2t^2=2V^2$, that is, when $|t|=V/a$. The proof clears denominators and compares the squares of the non-negative numbers $|t|a$ and $V$.

```lean
/-- The coupling has half its peak value exactly at the times with `|t| = V / a`. -/
theorem coupling_half_peak_iff {a V : ℝ} (ha : 0 < a) (hV : 0 < V) (t : ℝ) :
    nonadiabaticCoupling a V t = nonadiabaticCoupling a V 0 / 2 ↔ |t| = V / a := by
  rw [(coupling_peak_and_area ha hV).1, (coupling_eq_angle_rate ha hV t).2.1, div_div,
    div_eq_div_iff (by positivity) (by positivity), eq_div_iff ha.ne',
    ← sq_eq_sq₀ (by positivity : 0 ≤ |t| * a) hV.le, mul_pow, sq_abs]
  constructor
  · intro h
    apply mul_left_cancel₀ ha.ne'
    linear_combination (-1 / 2) * h
  · intro h
    linear_combination (-2 * a) * h
```

Between these two times the states turn through

$$\theta(V/a)-\theta(-V/a)=\tfrac12\left(\tfrac\pi4+\tfrac\pi4\right)=\tfrac\pi4,$$

half of the total. The proof is the fundamental theorem of calculus, with the mixing angle as antiderivative.

```lean
/-- The coupling integrated over the window from `-V / a` to `V / a` equals `π / 4`. -/
theorem coupling_area_half_width {a V : ℝ} (ha : 0 < a) (hV : 0 < V) :
    (∫ t in (-(V / a))..(V / a), nonadiabaticCoupling a V t) = π / 4 := by
  have hd : ∀ t, HasDerivAt (mixingAngle a V) (nonadiabaticCoupling a V t) t := fun t => by
    rw [(coupling_eq_angle_rate ha hV t).2.1]
    exact (coupling_eq_angle_rate ha hV t).1
  rw [intervalIntegral.integral_eq_sub_of_hasDerivAt (fun t _ => hd t)
    (coupling_peak_and_area ha hV).2.2.1.intervalIntegrable]
  have e1 : a * (V / a) / V = 1 := by field_simp
  have e2 : a * (-(V / a)) / V = -1 := by field_simp
  unfold mixingAngle
  rw [e1, e2, Real.arctan_neg, Real.arctan_one]
  ring

end

end LandauZenerMixing
```

```lean
#print axioms LandauZenerMixing.mixingAngle_diagonalizes
#print axioms LandauZenerMixing.coupling_peak_and_area
#print axioms LandauZenerMixing.coupling_half_peak_iff
#print axioms LandauZenerMixing.coupling_area_half_width
```

```
'LandauZenerMixing.mixingAngle_diagonalizes' depends on axioms: [propext, Classical.choice, Quot.sound]
'LandauZenerMixing.coupling_peak_and_area' depends on axioms: [propext, Classical.choice, Quot.sound]
'LandauZenerMixing.coupling_half_peak_iff' depends on axioms: [propext, Classical.choice, Quot.sound]
'LandauZenerMixing.coupling_area_half_width' depends on axioms: [propext, Classical.choice, Quot.sound]
```

## Other windows and finite time steps

The same antiderivative, evaluated by hand at $\pm T$ for any $T>0$, gives the area $\arctan(aT/V)$. The approach to $\pi/2$ is slow: for large $T$ the missing part is about $V/(aT)$.

In trajectory surface hopping, the coupling $d$ enters the equations for the electronic amplitudes, and codes often estimate it from overlaps of adiabatic states at successive time steps. For the two real states of this model, with its prescribed linear sweep, the overlap is

$$u(t)\cdot\ell(t+\Delta t)=\sin\big(\theta(t+\Delta t)-\theta(t)\big).$$

Its arcsine is the exact rotation during the step, however long the step is, since the angle never changes by more than $\pi/2$. Sampling $d$ at isolated times is less forgiving: if the step is much longer than $V/a$, the samples can miss the peak. An eigensolver may return either sign for each eigenvector, and flipping just one of the two vectors in the overlap reverses the sign of the overlap and of its arcsine.
